# Heating Fixed Levels at Constant Electron Count: with Fermi-Dirac Occupations, Band Energy and Entropy Never Fall and Free Energy Never Rises

## One electron in two levels

Let two levels of unit weight, at energies −d and +d with d > 0, exchange electrons with a reservoir and hold one electron on average. Let T be the temperature in energy units and set the chemical potential to zero. The upper level has occupation

x = 1/(1 + exp(d/T)),

and the lower one has 1 − x, so the count is one at every T. The band energy and the entropy, in units of Boltzmann's constant, are

E = −d(1 − 2x)

S = −2[x ln x + (1 − x) ln(1 − x)].

Heating raises x towards 1/2, which raises both E and S. Since ln((1 − x)/x) = d/T, a small change of x gives

dE = 2d dx = T dS.

The free energy F = E − TS therefore changes by

dF = −S dT < 0.

The energy spent on promoting the electron is balanced by T dS, and what remains is the entropy term. As T → 0, E tends to −d and S to 0; as T → ∞, E tends to 0 and S to 2 ln 2. This limit exceeds the ln 2 of exactly one electron in two states because the electron number fluctuates: both levels can also be empty or both filled.

## Many weighted levels at two temperatures

Now take finitely many levels e_i with weights w_i ≥ 0. The index i can combine band and k-point, and w_i can contain the k-point weight and a spin factor. With chemical potential μ, the occupation of level i is

f_i = 1/(1 + exp((e_i − μ)/T)).

Write s(p) = −p ln p − (1 − p) ln(1 − p) for the binary entropy. The electron count, band energy, entropy and free energy are

N = Σ_i w_i f_i

E = Σ_i w_i e_i f_i

S = Σ_i w_i s(f_i)

F = E − TS.

Compare two temperatures 0 < T₁ < T₂ whose chemical potentials μ₁ and μ₂ give the same N. Then

E₁ ≤ E₂, S₁ ≤ S₂, F₂ ≤ F₁.

If all weights are positive, E and S each rise strictly exactly when at least two levels differ in energy, and F falls strictly as soon as there is a level.

For a Brillouin-zone sum over frozen, non-interacting levels, this gives the direction in which each quantity moves when the Fermi-Dirac smearing width is increased. In a self-consistent calculation the levels also move, and the result does not cover that change.

## Each thermal occupation minimises its level's grand potential

Consider one level e with thermal occupation f. From the definition, 1 − f = exp((e − μ)/T) f, so

ln(1 − f) − ln f = (e − μ)/T.

Call this quantity L. For positive a ≠ b, the inequality ln x < x − 1 at x = b/a, multiplied by a, reads

a(ln b − ln a) < b − a.

Let 0 < p < 1 with p ≠ f. Use the inequality once with a = p, b = f, and once with a = 1 − p, b = 1 − f. The right-hand sides add to zero:

p(ln f − ln p) + (1 − p)(ln(1 − f) − ln(1 − p)) < 0.

Since p ln f + (1 − p) ln(1 − f) = ln(1 − f) − pL, this says

s(p) − pL < −ln(1 − f) = s(f) − fL.

Multiplying by −T and using TL = e − μ gives

(e − μ)f − T s(f) < (e − μ)p − T s(p).

## Two comparisons order all three quantities

Take T = T₁ and μ = μ₁, and let p be each level's occupation in the second state. Multiplying by the weights and summing gives E − μ₁N − T₁S on each side. The counts agree, so μ₁N cancels:

(A) E₁ − T₁S₁ ≤ E₂ − T₁S₂.

Exchanging the roles of the states gives

(B) E₂ − T₂S₂ ≤ E₁ − T₂S₁.

Adding (A) and (B) leaves

(T₂ − T₁)S₁ ≤ (T₂ − T₁)S₂,

hence S₁ ≤ S₂. Then (A) gives

E₁ ≤ E₂ − T₁(S₂ − S₁) ≤ E₂,

and (B) gives

F₂ ≤ E₁ − T₂S₁ = F₁ − (T₂ − T₁)S₁ ≤ F₁,

because S₁ ≥ 0. With positive weights and at least one level, S₁ > 0 and the last step is strict.

For the strict order of E and S, suppose that e_i ≠ e_j but no occupation changes. Equal occupations have equal L, so for every k

(e_k − μ₂)T₁ = (e_k − μ₁)T₂.

Subtracting the equation for k = j from that for k = i gives (T₂ − T₁)(e_i − e_j) = 0, a contradiction. Some occupation therefore changes, (A) is strict when the weights are positive, and the strict orders of S and E follow as before.

If all levels have the same energy e, then E = eN is the same in both states. Now (A) gives S₂ ≤ S₁, so the entropy does not rise either. With a single level of positive weight, the occupation is fixed by the count and F falls by exactly (T₂ − T₁)S₁. With no levels, every sum is zero.

## What the Lean definitions and hypotheses fix

The finite type `ι` labels the levels, and `w e : ι → ℝ` are their weights and energies. Both temperatures use the same `e`, which is how the levels are held fixed. The functions `fermi`, `binaryEntropy`, `electronCount`, `bandEnergy`, `entropy` and `freeEnergy` are the formulas above, with the temperature in energy units.

The hypothesis `hN` equates the two electron counts. It stands for a cell with a fixed mean number of electrons, whose chemical potential is readjusted when the temperature changes. It is assumed: the theorems do not construct μ₂ from μ₁. The two-level example `electronCount_witness` shows that it can be met, with the same μ at both temperatures.

`heating_monotone` is the three-part weak statement for nonnegative weights. `freeEnergy_strict` asks for positive weights and a nonempty `ι`. `heating_strict_iff` contains two equivalences, one for the energy and one for the entropy, each with the condition `∃ i j, e i ≠ e j`.

The statements concern finite sums and positive temperatures. They do not treat other smearing functions, whose occupations and entropy terms are different.

Another formulation takes the occupations themselves as variables between 0 and 1 with a prescribed count, and defines F(T) as the minimum of E − TS over them. The chemical potential would then enter as a Lagrange multiplier, and the weak decrease of F would follow from S ≥ 0 for every trial state. That version would need the existence of a minimiser and the convention 0 ln 0 = 0 at the endpoints; the present one compares explicit thermal states.

## The complete file

```lean
import Mathlib

open Finset

namespace FermiSmearingMonotonicity

noncomputable section

/-- Fermi-Dirac occupation of a level `e` at temperature `T > 0` (in energy units) and
chemical potential `μ`. -/
def fermi (T μ e : ℝ) : ℝ := 1 / (1 + Real.exp ((e - μ) / T))

/-- Binary entropy of an occupation `p` strictly between 0 and 1. -/
def binaryEntropy (p : ℝ) : ℝ := -(p * Real.log p + (1 - p) * Real.log (1 - p))

variable {ι : Type*} [Fintype ι]

/-- Weighted number of electrons in the levels `e`. -/
def electronCount (w e : ι → ℝ) (T μ : ℝ) : ℝ := ∑ i, w i * fermi T μ (e i)

/-- Weighted sum of occupied level energies. -/
def bandEnergy (w e : ι → ℝ) (T μ : ℝ) : ℝ := ∑ i, w i * (e i * fermi T μ (e i))

/-- Weighted sum of the binary entropies of the occupations. -/
def entropy (w e : ι → ℝ) (T μ : ℝ) : ℝ := ∑ i, w i * binaryEntropy (fermi T μ (e i))

/-- The free energy `F = E - T S`. -/
def freeEnergy (w e : ι → ℝ) (T μ : ℝ) : ℝ := bandEnergy w e T μ - T * entropy w e T μ

/-- A Fermi-Dirac occupation lies strictly between 0 and 1. -/
theorem fermi_mem (T μ e : ℝ) : 0 < fermi T μ e ∧ fermi T μ e < 1 := by
  have h := Real.exp_pos ((e - μ) / T)
  have hd : 0 < 1 + Real.exp ((e - μ) / T) := by linarith
  unfold fermi
  refine ⟨one_div_pos.mpr hd, ?_⟩
  rw [div_lt_one hd]
  linarith

/-- The log-odds of a level being empty equal its energy above `μ` in units of `T`. -/
theorem log_odds (T μ e : ℝ) :
    Real.log (1 - fermi T μ e) - Real.log (fermi T μ e) = (e - μ) / T := by
  have hd : 1 + Real.exp ((e - μ) / T) ≠ 0 := by positivity
  have h1 : fermi T μ e * (1 + Real.exp ((e - μ) / T)) = 1 := by
    unfold fermi
    exact one_div_mul_cancel hd
  have h : 1 - fermi T μ e = Real.exp ((e - μ) / T) * fermi T μ e := by
    linear_combination -h1
  rw [h, Real.log_mul (Real.exp_ne_zero _) (fermi_mem T μ e).1.ne', Real.log_exp]
  ring

/-- At temperature `T`, any other fractional occupation of a level has a larger grand
potential than the Fermi-Dirac occupation. -/
theorem level_lt {T μ e p : ℝ} (hT : 0 < T) (hp0 : 0 < p) (hp1 : p < 1)
    (hne : p ≠ fermi T μ e) :
    (e - μ) * fermi T μ e - T * binaryEntropy (fermi T μ e)
      < (e - μ) * p - T * binaryEntropy p := by
  obtain ⟨hf0, hf1⟩ := fermi_mem T μ e
  have aux : ∀ a b : ℝ, 0 < a → 0 < b → a ≠ b →
      a * (Real.log b - Real.log a) < b - a := by
    intro a b ha hb hab
    have h := Real.log_lt_sub_one_of_pos (div_pos hb ha)
      (fun h => hab ((div_eq_one_iff_eq ha.ne').mp h).symm)
    rw [Real.log_div hb.ne' ha.ne'] at h
    have h2 := mul_lt_mul_of_pos_left h ha
    have h3 : a * (b / a - 1) = b - a := by field_simp
    linarith
  -- the logarithm inequality for the electron and for the hole
  have h1 := aux p (fermi T μ e) hp0 hf0 hne
  have h2 := aux (1 - p) (1 - fermi T μ e) (by linarith) (by linarith)
    (fun h => hne (by linarith))
  have key := mul_lt_mul_of_pos_left (add_lt_add h1 h2) hT
  have he : e - μ = T * (Real.log (1 - fermi T μ e) - Real.log (fermi T μ e)) := by
    rw [log_odds]
    field_simp
  rw [he]
  unfold binaryEntropy
  nlinarith [key]

/-- For nonnegative weights and two Fermi-Dirac states with the same electron count, the value of `E
- T S` in the state belonging to `T` is at most that in the other state, and is strictly smaller if
all weights are positive and an occupation differs. -/
theorem thermal_comparison {w e : ι → ℝ} {T μ T' μ' : ℝ} (hw : ∀ i, 0 ≤ w i)
    (hT : 0 < T) (hN : electronCount w e T μ = electronCount w e T' μ') :
    bandEnergy w e T μ - T * entropy w e T μ
        ≤ bandEnergy w e T' μ' - T * entropy w e T' μ' ∧
    ((∀ i, 0 < w i) → (∃ i, fermi T' μ' (e i) ≠ fermi T μ (e i)) →
      bandEnergy w e T μ - T * entropy w e T μ
        < bandEnergy w e T' μ' - T * entropy w e T' μ') := by
  -- the sum of level grand potentials is E - μ N - T S
  have split : ∀ t m : ℝ,
      ∑ i, w i * ((e i - μ) * fermi t m (e i) - T * binaryEntropy (fermi t m (e i)))
        = bandEnergy w e t m - μ * electronCount w e t m - T * entropy w e t m := by
    intro t m
    simp only [bandEnergy, electronCount, entropy, Finset.mul_sum,
      ← Finset.sum_sub_distrib]
    exact Finset.sum_congr rfl fun i _ => by ring
  have level : ∀ i,
      w i * ((e i - μ) * fermi T μ (e i) - T * binaryEntropy (fermi T μ (e i)))
      ≤ w i * ((e i - μ) * fermi T' μ' (e i) - T * binaryEntropy (fermi T' μ' (e i))) := by
    intro i
    apply mul_le_mul_of_nonneg_left _ (hw i)
    by_cases h : fermi T' μ' (e i) = fermi T μ (e i)
    · rw [h]
    · exact (level_lt hT (fermi_mem _ _ _).1 (fermi_mem _ _ _).2 h).le
  constructor
  · have h := Finset.sum_le_sum fun i (_ : i ∈ (univ : Finset ι)) => level i
    rw [split T μ, split T' μ', hN] at h
    linarith
  · rintro hpos ⟨k, hk⟩
    have h := Finset.sum_lt_sum (fun i (_ : i ∈ (univ : Finset ι)) => level i)
      ⟨k, mem_univ k, mul_lt_mul_of_pos_left
        (level_lt hT (fermi_mem _ _ _).1 (fermi_mem _ _ _).2 hk) (hpos k)⟩
    rw [split T μ, split T' μ', hN] at h
    linarith

/-- The binary entropy of a Fermi-Dirac occupation is positive. -/
theorem binaryEntropy_fermi_pos (T μ e : ℝ) : 0 < binaryEntropy (fermi T μ e) := by
  obtain ⟨h0, h1⟩ := fermi_mem T μ e
  have a := mul_neg_of_pos_of_neg h0 (Real.log_neg h0 h1)
  have b := mul_neg_of_pos_of_neg (sub_pos.mpr h1)
    (Real.log_neg (sub_pos.mpr h1) (by linarith))
  unfold binaryEntropy
  linarith

/-- For nonnegative weights, heating fixed levels at constant electron count does not lower the band
energy or the entropy, and does not raise the free energy. -/
theorem heating_monotone {w e : ι → ℝ} {T₁ T₂ μ₁ μ₂ : ℝ} (hw : ∀ i, 0 ≤ w i)
    (h1 : 0 < T₁) (h12 : T₁ < T₂)
    (hN : electronCount w e T₁ μ₁ = electronCount w e T₂ μ₂) :
    bandEnergy w e T₁ μ₁ ≤ bandEnergy w e T₂ μ₂ ∧
    entropy w e T₁ μ₁ ≤ entropy w e T₂ μ₂ ∧
    freeEnergy w e T₂ μ₂ ≤ freeEnergy w e T₁ μ₁ := by
  have a := (thermal_comparison hw h1 hN).1
  have b := (thermal_comparison hw (h1.trans h12) hN.symm).1
  -- adding the two comparisons orders the entropies
  have hS : entropy w e T₁ μ₁ ≤ entropy w e T₂ μ₂ :=
    le_of_mul_le_mul_left (by linarith) (sub_pos.mpr h12)
  have hE := mul_le_mul_of_nonneg_left hS h1.le
  have hS0 : 0 ≤ entropy w e T₁ μ₁ :=
    Finset.sum_nonneg fun i _ => mul_nonneg (hw i) (binaryEntropy_fermi_pos _ _ _).le
  have hF := mul_le_mul_of_nonneg_right h12.le hS0
  refine ⟨by linarith, hS, ?_⟩
  unfold freeEnergy
  linarith

/-- With positive weights and at least one level, heating at constant electron count
strictly lowers the free energy. -/
theorem freeEnergy_strict [Nonempty ι] {w e : ι → ℝ} {T₁ T₂ μ₁ μ₂ : ℝ}
    (hw : ∀ i, 0 < w i) (h1 : 0 < T₁) (h12 : T₁ < T₂)
    (hN : electronCount w e T₁ μ₁ = electronCount w e T₂ μ₂) :
    freeEnergy w e T₂ μ₂ < freeEnergy w e T₁ μ₁ := by
  have b := (thermal_comparison (fun i => (hw i).le) (h1.trans h12) hN.symm).1
  have hS0 : 0 < entropy w e T₁ μ₁ :=
    Finset.sum_pos (fun i _ => mul_pos (hw i) (binaryEntropy_fermi_pos _ _ _))
      univ_nonempty
  have hF := mul_lt_mul_of_pos_right h12 hS0
  unfold freeEnergy
  linarith

/-- With positive weights, heating at constant electron count strictly raises the band
energy, and likewise the entropy, exactly when at least two level energies differ. -/
theorem heating_strict_iff {w e : ι → ℝ} {T₁ T₂ μ₁ μ₂ : ℝ} (hw : ∀ i, 0 < w i)
    (h1 : 0 < T₁) (h12 : T₁ < T₂)
    (hN : electronCount w e T₁ μ₁ = electronCount w e T₂ μ₂) :
    (bandEnergy w e T₁ μ₁ < bandEnergy w e T₂ μ₂ ↔ ∃ i j, e i ≠ e j) ∧
    (entropy w e T₁ μ₁ < entropy w e T₂ μ₂ ↔ ∃ i j, e i ≠ e j) := by
  have h2 := h1.trans h12
  have a := thermal_comparison (fun i => (hw i).le) h1 hN
  have b := (thermal_comparison (fun i => (hw i).le) h2 hN.symm).1
  have strict : (∃ i j, e i ≠ e j) → bandEnergy w e T₁ μ₁ < bandEnergy w e T₂ μ₂ ∧
      entropy w e T₁ μ₁ < entropy w e T₂ μ₂ := by
    rintro ⟨i, j, hij⟩
    -- unchanged occupations would force equal level energies
    have hne : ∃ k, fermi T₂ μ₂ (e k) ≠ fermi T₁ μ₁ (e k) := by
      by_contra hc
      have same : ∀ k, (e k - μ₂) * T₁ = (e k - μ₁) * T₂ := by
        intro k
        have hk : fermi T₂ μ₂ (e k) = fermi T₁ μ₁ (e k) :=
          by_contra fun h => hc ⟨k, h⟩
        have h := log_odds T₂ μ₂ (e k)
        rw [hk, log_odds] at h
        exact (div_eq_div_iff h2.ne' h1.ne').mp h.symm
      have hz : (T₂ - T₁) * (e i - e j) = 0 := by
        linear_combination same j - same i
      rcases mul_eq_zero.mp hz with h | h
      · linarith
      · exact hij (sub_eq_zero.mp h)
    have a' := a.2 hw hne
    have hS : entropy w e T₁ μ₁ < entropy w e T₂ μ₂ :=
      lt_of_mul_lt_mul_left (by linarith) (sub_pos.mpr h12).le
    have hE := mul_lt_mul_of_pos_left hS h1
    exact ⟨by linarith, hS⟩
  -- for coinciding levels the electron count fixes the band energy
  have flat : (¬ ∃ i j, e i ≠ e j) → bandEnergy w e T₁ μ₁ = bandEnergy w e T₂ μ₂ := by
    intro hc
    rcases isEmpty_or_nonempty ι with hι | ⟨⟨k⟩⟩
    · simp [bandEnergy]
    · have hE : ∀ t m, bandEnergy w e t m = e k * electronCount w e t m := by
        intro t m
        unfold bandEnergy electronCount
        rw [Finset.mul_sum]
        refine Finset.sum_congr rfl fun i _ => ?_
        have hik : e i = e k := by_contra fun h => hc ⟨i, k, h⟩
        rw [hik]
        ring
      rw [hE, hE, hN]
  refine ⟨⟨fun h => ?_, fun h => (strict h).1⟩, ⟨fun h => ?_, fun h => (strict h).2⟩⟩
  · by_contra hc
    exact h.ne (flat hc)
  · by_contra hc
    have hE := flat hc
    have hS := mul_lt_mul_of_pos_left h h1
    linarith [a.1]

/-- Two levels placed symmetrically about `μ`, with unit weights, have electron count one at every
temperature. -/
theorem electronCount_witness (T μ d : ℝ) :
    electronCount (fun _ : Fin 2 => 1) ![μ - d, μ + d] T μ = 1 := by
  rw [electronCount, Fin.sum_univ_two]
  change 1 * fermi T μ (μ - d) + 1 * fermi T μ (μ + d) = 1
  unfold fermi
  have hab : Real.exp ((μ - d - μ) / T) * Real.exp ((μ + d - μ) / T) = 1 := by
    rw [← Real.exp_add, ← Real.exp_zero]
    congr 1
    ring
  have ha : 1 + Real.exp ((μ - d - μ) / T) ≠ 0 := by positivity
  have hb : 1 + Real.exp ((μ + d - μ) / T) ≠ 0 := by positivity
  rw [one_mul, one_mul, div_add_div _ _ ha hb, div_eq_one_iff_eq (mul_ne_zero ha hb)]
  linear_combination -hab

end

end FermiSmearingMonotonicity
```

```lean
#print axioms FermiSmearingMonotonicity.heating_monotone
-- 'FermiSmearingMonotonicity.heating_monotone' depends on axioms: [propext, Classical.choice, Quot.sound]
#print axioms FermiSmearingMonotonicity.freeEnergy_strict
-- 'FermiSmearingMonotonicity.freeEnergy_strict' depends on axioms: [propext, Classical.choice, Quot.sound]
#print axioms FermiSmearingMonotonicity.heating_strict_iff
-- 'FermiSmearingMonotonicity.heating_strict_iff' depends on axioms: [propext, Classical.choice, Quot.sound]
```

## How the Lean proof follows the derivation

`fermi_mem` places each occupation strictly between 0 and 1, so the logarithms are taken of positive numbers. `log_odds` proves the formula for L by first writing 1 − f as an exponential times f.

In `level_lt`, the local statement `aux` is the logarithm inequality for a and b. Its two uses, `h1` and `h2`, treat the electron and the hole. Their sum, multiplied by T, is `key`. After `he` has replaced e − μ by T times the log-odds, `nlinarith` finishes the algebra.

`thermal_comparison` carries out the summation. The identity `split` recognises the weighted sum of level grand potentials as E − μN − TS, and `level` compares the terms one by one, with a separate case for equal occupations. `Finset.sum_le_sum` gives the weak comparison. `Finset.sum_lt_sum` gives the strict one from a single changed occupation of positive weight.

In `heating_monotone`, `a` and `b` are (A) and (B). Their sum yields `hS` after the positive factor T₂ − T₁ is cancelled, and `linarith` combines the rest. The sign of S₁ comes from `binaryEntropy_fermi_pos`, which `freeEnergy_strict` uses again to obtain S₁ > 0.

`heating_strict_iff` has two halves. In `strict`, assuming that no occupation changes leads to `same`, the relation between the two log-odds, and subtracting it at two levels contradicts their different energies. In `flat`, coinciding levels make the band energy a multiple of the electron count; the empty set of levels is handled separately. The entropy part then follows from (A).

For `electronCount_witness`, the two Boltzmann exponentials multiply to one. Putting the two occupations over a common denominator then makes their sum equal to one.
